# Stacking three scattering layers is associative when both neighbouring gaps and one outer gap are non-resonant

## Does it matter which two of three layers are joined first?

Three scattering layers placed one behind another should reflect and transmit in the same way whether I first join layers 1 and 2 and then add 3, or first join 2 and 3 and then put 1 in front. I describe a layer by four square complex matrices $(r,t,s,q)$: front reflection, forward transmission, backward transmission and back reflection. Putting layer 1 before layer 2 gives

$$
\begin{aligned}
r&=r_1+s_1r_2Xt_1, & t&=t_2Xt_1,\\
s&=s_1Ys_2, & q&=q_2+t_2q_1Ys_2,
\end{aligned}
$$

with $X=(1-q_1r_2)^{-1}$ and $Y=(1-r_2q_1)^{-1}$. Physically the claim seems obvious, but multiplying out the nested inverses is unpleasant, and I am unsure which of them I have to assume. Can this be made rigorous and machine-checked?

## It does not matter, and three invertible gap matrices are enough

Write $1\circ2$ for layer 1 stacked before layer 2, with matrices $r_{12},t_{12},s_{12},q_{12}$, and similarly for $2\circ3$. If $1-q_1r_2$, $1-q_2r_3$ and $1-q_{12}r_3$ are invertible, then

$$(1\circ2)\circ3=1\circ(2\circ3).$$

The fourth gap matrix, $1-q_1r_{23}$, is then invertible automatically, and so are all the matrices in reversed order that define the $Y$'s. The derivation follows the waves in the gaps instead of expanding the nested inverses.

### Matching waves in one gap

Let $a$ and $b$ be the amplitude vectors falling on the front and back of a layer, and $c$ and $d$ those leaving from its front and back. The layer imposes

$$c=ra+sb,\qquad d=ta+qb.$$

For two layers, let $u$ be the forward and $v$ the backward wave in the gap. Then

$$
\begin{aligned}
c&=r_1a+s_1v, & u&=t_1a+q_1v,\\
v&=r_2u+s_2b, & d&=t_2u+q_2b.
\end{aligned}
$$

Inserting $v$ into the equation for $u$ gives $(1-q_1r_2)u=t_1a+q_1s_2b$. If the matrix on the left is invertible,

$$u=X(t_1a+q_1s_2b),\qquad v=r_2u+s_2b,$$

and the outgoing waves are

$$
\begin{aligned}
c&=(r_1+s_1r_2Xt_1)a+s_1(1+r_2Xq_1)s_2b,\\
d&=t_2Xt_1a+(q_2+t_2Xq_1s_2)b.
\end{aligned}
$$

To recognise the stacking formulas, compute

$$
(1-r_2q_1)(1+r_2Xq_1)=1-r_2q_1+r_2(1-q_1r_2)Xq_1=1.
$$

The matrices are square, so $Y$ exists and equals $1+r_2Xq_1$. Also $(1-q_1r_2)X=1$ means $X=1+q_1r_2X$, hence $q_1Y=(1+q_1r_2X)q_1=Xq_1$. All four entries now agree with the formulas. Conversely, the $u$ and $v$ just found solve the matching equations. The stacked layer therefore sends $(a,b)$ to $(c,d)$ exactly when matching gap waves exist.

### Trapped waves and the fourth inverse

The matrix $1-q_1r_2$ is singular exactly when some $u\neq0$ satisfies $u=q_1r_2u$. With $v=r_2u$, this is a wave that sustains itself between the layers without incoming beams at the chosen energy. Only in this strict sense is a gap called resonant here: an ordinary transmission peak of finite width does not by itself make the matrix singular.

Suppose the three assumed matrices are invertible, and let $u,v$ be a trapped wave between layer 1 and the pair $2\circ3$, so that $u=q_1v$ and $v=r_{23}u$. Opening the pair yields waves $w$ (forward) and $z$ (backward) between layers 2 and 3 with

$$v=r_2u+s_2z,\qquad w=t_2u+q_2z,\qquad z=r_3w.$$

Layers 1 and 2, with nothing falling on the front and $z$ on the back, emit $w$ from the back, so $w=q_{12}z$. Together with $z=r_3w$ and the invertibility of $1-q_{12}r_3$, this gives $w=0$ and then $z=0$. What remains is $v=r_2u$ and $u=q_1v$, so $u=0$ because $1-q_1r_2$ is invertible. Hence $1-q_1r_{23}$ is invertible too. The converse runs the same way from the other side.

### Regrouping the equations

With all gaps non-resonant, either grouping sends $(a,b)$ to $(c,d)$ exactly when there are $u,v,w,z$ with

$$
\begin{aligned}
c&=r_1a+s_1v, & u&=t_1a+q_1v,\\
v&=r_2u+s_2z, & w&=t_2u+q_2z,\\
z&=r_3w+s_3b, & d&=t_3w+q_3b.
\end{aligned}
$$

One grouping eliminates $u,v$ first, the other $w,z$. The two composite layers thus have the same scattering relation. Setting $b=0$ and varying $a$ recovers $r$ and $t$; setting $a=0$ and varying $b$ recovers $s$ and $q$. The two layers are therefore equal.

### The Lean file

```lean
import Mathlib

open Matrix

namespace LayerStacking

variable {n : Type*} [Fintype n] [DecidableEq n]

/-- A layer with beams labelled by `n`: front reflection `r`, forward transmission `t`,
backward transmission `s` and back reflection `q`. -/
@[ext]
structure Layer (n : Type*) where
  r : Matrix n n ℂ
  t : Matrix n n ℂ
  s : Matrix n n ℂ
  q : Matrix n n ℂ

/-- The layer given by the stacking formulas for `L₁` in front of `L₂`. The inverse of a singular
matrix is zero by convention. -/
noncomputable def stack (L₁ L₂ : Layer n) : Layer n where
  r := L₁.r + L₁.s * L₂.r * (1 - L₁.q * L₂.r)⁻¹ * L₁.t
  t := L₂.t * (1 - L₁.q * L₂.r)⁻¹ * L₁.t
  s := L₁.s * (1 - L₂.r * L₁.q)⁻¹ * L₂.s
  q := L₂.q + L₂.t * L₁.q * (1 - L₂.r * L₁.q)⁻¹ * L₂.s

/-- The multiple-scattering matrix of the gap between `L₁` and `L₂` is invertible. -/
def NonResonant (L₁ L₂ : Layer n) : Prop := IsUnit (1 - L₁.q * L₂.r)

/-- Waves `a` (on the front) and `b` (on the back) fall on the layer; waves `c` (from the
front) and `d` (from the back) leave it. -/
def Scatters (L : Layer n) (a b c d : n → ℂ) : Prop :=
  c = L.r *ᵥ a + L.s *ᵥ b ∧ d = L.t *ᵥ a + L.q *ᵥ b

/-- A gap is non-resonant exactly when no nonzero forward wave `u` reproduces itself by
reflection at `L₂` and then at `L₁`. -/
theorem nonResonant_iff (L₁ L₂ : Layer n) :
    NonResonant L₁ L₂ ↔ ∀ u v : n → ℂ, u = L₁.q *ᵥ v → v = L₂.r *ᵥ u → u = 0 := by
  unfold NonResonant
  rw [Matrix.isUnit_iff_isUnit_det, isUnit_iff_ne_zero, Ne,
    ← Matrix.exists_mulVec_eq_zero_iff]
  constructor
  · intro h u v hu hv
    by_contra hne
    refine h ⟨u, hne, ?_⟩
    rw [Matrix.sub_mulVec, Matrix.one_mulVec, ← Matrix.mulVec_mulVec, ← hv, ← hu, sub_self]
  · rintro h ⟨u, hne, hu⟩
    rw [Matrix.sub_mulVec, Matrix.one_mulVec, ← Matrix.mulVec_mulVec, sub_eq_zero] at hu
    exact hne (h u _ hu rfl)

/-- Across a non-resonant gap, the stacked layer scatters waves exactly as the two layers do
when joined by a forward wave `u` and a backward wave `v` in the gap. -/
theorem stack_scatters_iff {L₁ L₂ : Layer n} (h : NonResonant L₁ L₂) (a b c d : n → ℂ) :
    Scatters (stack L₁ L₂) a b c d ↔
      ∃ u v, Scatters L₁ a v c u ∧ Scatters L₂ u b v d := by
  have hdet := (Matrix.isUnit_iff_isUnit_det _).1 h
  obtain ⟨X, hX⟩ : ∃ X, X = (1 - L₁.q * L₂.r)⁻¹ := ⟨_, rfl⟩
  have hXl : X * (1 - L₁.q * L₂.r) = 1 := by rw [hX]; exact Matrix.nonsing_inv_mul _ hdet
  have hXr : (1 - L₁.q * L₂.r) * X = 1 := by rw [hX]; exact Matrix.mul_nonsing_inv _ hdet
  have hX1 : 1 + L₁.q * L₂.r * X = X := by
    rw [← hXr]; noncomm_ring
  -- the inverse in the reversed order exists as well
  have hY : (1 - L₂.r * L₁.q)⁻¹ = 1 + L₂.r * X * L₁.q := by
    apply Matrix.inv_eq_right_inv
    calc (1 - L₂.r * L₁.q) * (1 + L₂.r * X * L₁.q)
        = 1 - L₂.r * L₁.q + L₂.r * ((1 - L₁.q * L₂.r) * X) * L₁.q := by noncomm_ring
      _ = 1 := by rw [hXr]; noncomm_ring
  have hr : (stack L₁ L₂).r = L₁.r + L₁.s * L₂.r * X * L₁.t := by rw [hX]; rfl
  have ht : (stack L₁ L₂).t = L₂.t * X * L₁.t := by rw [hX]; rfl
  have hs : (stack L₁ L₂).s = L₁.s * (1 + L₂.r * X * L₁.q) * L₂.s := by rw [← hY]; rfl
  have hq : (stack L₁ L₂).q = L₂.q + L₂.t * X * L₁.q * L₂.s := by
    calc (stack L₁ L₂).q
        = L₂.q + L₂.t * L₁.q * (1 + L₂.r * X * L₁.q) * L₂.s := by rw [← hY]; rfl
      _ = L₂.q + L₂.t * (1 + L₁.q * L₂.r * X) * L₁.q * L₂.s := by noncomm_ring
      _ = _ := by rw [hX1]
  -- outgoing waves expressed through the forward wave in the gap
  have hc : (stack L₁ L₂).r *ᵥ a + (stack L₁ L₂).s *ᵥ b = L₁.r *ᵥ a +
      L₁.s *ᵥ (L₂.r *ᵥ (X *ᵥ (L₁.t *ᵥ a + L₁.q *ᵥ (L₂.s *ᵥ b))) + L₂.s *ᵥ b) := by
    rw [hr, hs]
    simp only [Matrix.add_mulVec, Matrix.mulVec_add, ← Matrix.mulVec_mulVec, Matrix.one_mulVec]
    abel
  have hd : (stack L₁ L₂).t *ᵥ a + (stack L₁ L₂).q *ᵥ b =
      L₂.t *ᵥ (X *ᵥ (L₁.t *ᵥ a + L₁.q *ᵥ (L₂.s *ᵥ b))) + L₂.q *ᵥ b := by
    rw [ht, hq]
    simp only [Matrix.add_mulVec, Matrix.mulVec_add, ← Matrix.mulVec_mulVec]
    abel
  constructor
  · rintro ⟨h1, h2⟩
    refine ⟨_, _, ⟨h1.trans hc, ?_⟩, ⟨rfl, h2.trans hd⟩⟩
    have hU : ∀ w : n → ℂ, X *ᵥ w = w + L₁.q *ᵥ (L₂.r *ᵥ (X *ᵥ w)) := by
      intro w
      have e := congrArg (fun M => M *ᵥ w) hX1
      simp only [Matrix.add_mulVec, Matrix.one_mulVec, ← Matrix.mulVec_mulVec] at e
      exact e.symm
    refine (hU _).trans ?_
    simp only [Matrix.mulVec_add]
    abel
  · rintro ⟨u, v, ⟨h1, hu⟩, ⟨hv, h2⟩⟩
    have e0 : u = L₁.t *ᵥ a + L₁.q *ᵥ (L₂.r *ᵥ u + L₂.s *ᵥ b) := by
      rw [← hv]; exact hu
    rw [Matrix.mulVec_add] at e0
    have e : L₁.t *ᵥ a + L₁.q *ᵥ (L₂.s *ᵥ b) = (1 - L₁.q * L₂.r) *ᵥ u := by
      rw [Matrix.sub_mulVec, Matrix.one_mulVec, ← Matrix.mulVec_mulVec]
      linear_combination -e0
    have eu : X *ᵥ (L₁.t *ᵥ a + L₁.q *ᵥ (L₂.s *ᵥ b)) = u := by
      rw [e, Matrix.mulVec_mulVec, hXl, Matrix.one_mulVec]
    rw [eu] at hc hd
    rw [← hv] at hc
    exact ⟨h1.trans hc.symm, h2.trans hd.symm⟩

/-- Two layers that scatter all waves alike have the same four matrices. -/
theorem eq_of_scatters_iff {L L' : Layer n}
    (h : ∀ a b c d, Scatters L a b c d ↔ Scatters L' a b c d) : L = L' := by
  have key : ∀ A B : Matrix n n ℂ, (∀ v, A *ᵥ v = B *ᵥ v) → A = B := by
    intro A B hAB
    apply Matrix.toLin'.injective
    refine LinearMap.ext fun v => ?_
    rw [Matrix.toLin'_apply, Matrix.toLin'_apply]
    exact hAB v
  have h' := fun a b => (h a b _ _).1 ⟨rfl, rfl⟩
  -- illuminate one face at a time
  apply Layer.ext
  · exact key _ _ fun v => by simpa only [Matrix.mulVec_zero, add_zero] using (h' v 0).1
  · exact key _ _ fun v => by simpa only [Matrix.mulVec_zero, add_zero] using (h' v 0).2
  · exact key _ _ fun v => by simpa only [Matrix.mulVec_zero, zero_add] using (h' 0 v).1
  · exact key _ _ fun v => by simpa only [Matrix.mulVec_zero, zero_add] using (h' 0 v).2

/-- If both neighbouring pairs are non-resonant, the outer gap of one grouping is
non-resonant exactly when that of the other grouping is. -/
theorem nonResonant_regroup {L₁ L₂ L₃ : Layer n}
    (h₁₂ : NonResonant L₁ L₂) (h₂₃ : NonResonant L₂ L₃) :
    NonResonant (stack L₁ L₂) L₃ ↔ NonResonant L₁ (stack L₂ L₃) := by
  constructor
  · intro h
    rw [nonResonant_iff]
    intro u v hu hv
    have hS : Scatters (stack L₂ L₃) u 0 v ((stack L₂ L₃).t *ᵥ u) := by
      constructor <;> simp only [Matrix.mulVec_zero, add_zero]
      exact hv
    obtain ⟨w, z, ⟨hv2, hw⟩, ⟨hz, _⟩⟩ := (stack_scatters_iff h₂₃ _ _ _ _).1 hS
    have hT : Scatters (stack L₁ L₂) 0 z (L₁.s *ᵥ v) w :=
      (stack_scatters_iff h₁₂ _ _ _ _).2 ⟨u, v,
        ⟨by rw [Matrix.mulVec_zero, zero_add], by rw [Matrix.mulVec_zero, zero_add]; exact hu⟩,
        ⟨hv2, hw⟩⟩
    have hw2 := hT.2
    rw [Matrix.mulVec_zero, zero_add] at hw2
    rw [Matrix.mulVec_zero, add_zero] at hz
    -- the wave between layers 2 and 3 vanishes, hence so does the one between 1 and 2
    have hw0 : w = 0 := (nonResonant_iff _ _).1 h w z hw2 hz
    rw [hw0, Matrix.mulVec_zero] at hz
    rw [hz, Matrix.mulVec_zero, add_zero] at hv2
    exact (nonResonant_iff _ _).1 h₁₂ u v hu hv2
  · intro h
    rw [nonResonant_iff]
    intro w z hw hz
    have hS : Scatters (stack L₁ L₂) 0 z ((stack L₁ L₂).s *ᵥ z) w := by
      constructor <;> simp only [Matrix.mulVec_zero, zero_add]
      exact hw
    obtain ⟨u, v, ⟨_, hu⟩, ⟨hv, hw2⟩⟩ := (stack_scatters_iff h₁₂ _ _ _ _).1 hS
    have hT : Scatters (stack L₂ L₃) u 0 v (L₃.t *ᵥ w) :=
      (stack_scatters_iff h₂₃ _ _ _ _).2 ⟨w, z, ⟨hv, hw2⟩,
        ⟨by rw [Matrix.mulVec_zero, add_zero]; exact hz, by rw [Matrix.mulVec_zero, add_zero]⟩⟩
    have hv2 := hT.1
    rw [Matrix.mulVec_zero, add_zero] at hv2
    rw [Matrix.mulVec_zero, zero_add] at hu
    have hu0 : u = 0 := (nonResonant_iff _ _).1 h u v hu hv2
    rw [hu0, Matrix.mulVec_zero, zero_add] at hw2
    exact (nonResonant_iff _ _).1 h₂₃ w z hw2 hz

/-- Stacking three layers gives the same result in either grouping, provided both
neighbouring pairs and the outer gap of the first grouping are non-resonant. -/
theorem stack_assoc {L₁ L₂ L₃ : Layer n} (h₁₂ : NonResonant L₁ L₂)
    (h₂₃ : NonResonant L₂ L₃) (h : NonResonant (stack L₁ L₂) L₃) :
    stack (stack L₁ L₂) L₃ = stack L₁ (stack L₂ L₃) := by
  have h' := (nonResonant_regroup h₁₂ h₂₃).1 h
  apply eq_of_scatters_iff
  intro a b c d
  rw [stack_scatters_iff h, stack_scatters_iff h']
  -- both sides say that matching waves exist in the two gaps
  constructor
  · rintro ⟨w, z, hS, h3⟩
    obtain ⟨u, v, h1, h2⟩ := (stack_scatters_iff h₁₂ _ _ _ _).1 hS
    exact ⟨u, v, h1, (stack_scatters_iff h₂₃ _ _ _ _).2 ⟨w, z, h2, h3⟩⟩
  · rintro ⟨u, v, h1, hS⟩
    obtain ⟨w, z, h2, h3⟩ := (stack_scatters_iff h₂₃ _ _ _ _).1 hS
    exact ⟨w, z, (stack_scatters_iff h₁₂ _ _ _ _).2 ⟨u, v, h1, h2⟩, h3⟩

/-- With at least one beam, take two copies of the layer `(0, 1, 1, 1)` followed by `(1, 1, 1, 0)`.
The gap between the first two layers and the gap between their stack and the third layer are
non-resonant, but the gap between the second and third layers is not. -/
theorem resonant_pair_in_regular_stack [Nonempty n] :
    NonResonant (⟨0, 1, 1, 1⟩ : Layer n) ⟨0, 1, 1, 1⟩ ∧
    NonResonant (stack (⟨0, 1, 1, 1⟩ : Layer n) ⟨0, 1, 1, 1⟩) ⟨1, 1, 1, 0⟩ ∧
    ¬ NonResonant (⟨0, 1, 1, 1⟩ : Layer n) ⟨1, 1, 1, 0⟩ := by
  refine ⟨?_, ?_, ?_⟩
  · simp [NonResonant]
  · simp [NonResonant, stack]
  · simp [NonResonant]

end LayerStacking
```

```lean
#print axioms LayerStacking.stack_assoc
-- 'LayerStacking.stack_assoc' depends on axioms: [propext, Classical.choice, Quot.sound]
#print axioms LayerStacking.resonant_pair_in_regular_stack
-- 'LayerStacking.resonant_pair_in_regular_stack' depends on axioms: [propext, Classical.choice, Quot.sound]
```

### What the theorems say about layers and beams

The finite type `n` labels the beams, for instance the in-plane diffraction orders kept in a calculation. A `Layer n` holds the four matrices, and `stack L₁ L₂` puts `L₁` in front. `Scatters L a b c d` is the pair of equations for one layer, with the incoming waves listed before the outgoing ones. `NonResonant L₁ L₂` says that $1-q_1r_2$ is invertible. This hypothesis matters because Lean assigns a value even to the inverse of a singular matrix, so `stack` is always defined, but its agreement with the matched waves is proved only across a non-resonant gap.

`stack_assoc` takes the three non-resonance conditions and concludes that the two groupings are equal as layers, in all four matrices. `nonResonant_regroup` states that, when both neighbouring pairs are non-resonant, the outer gap of one grouping is non-resonant if and only if that of the other is.

The condition on layers 2 and 3 does not follow from the other two. In `resonant_pair_in_regular_stack`, layers 1 and 2 are both $(0,1,1,1)$ and layer 3 is $(1,1,1,0)$, where 1 stands for the identity matrix. Then $1-q_1r_2=1$ and $q_{12}=2$, so $1-q_{12}r_3=-1$, but $1-q_2r_3=0$. At least one beam is needed, since an empty matrix is always invertible. The example is algebraic: each of these layers sends a wave that falls on its reflecting face alone out at full amplitude on both sides, so for propagating beams it does not model a passive scatterer.

The model is linear, at one fixed energy, with the same finite set of beams in every layer. Neither flux conservation nor reciprocity is assumed, so absorption is allowed. There is no separate propagation factor in the gap. Phases and decay between reference planes must be included in the layer matrices, or represented by a spacer layer with $r=q=0$ and the propagation factors in $t$ and $s$. The file does not derive the layer matrices from a crystal potential, and it does not address truncation of the beam set or rounding errors.

In dynamical electron diffraction, the result justifies regrouping layers when a slab is assembled from the reflection and transmission matrices of its layers, within this finite-beam, single-energy model and with the non-resonance conditions met at each regrouping.

### How the proof follows the waves

`nonResonant_iff` translates invertibility into the absence of trapped waves. It passes through the determinant, which vanishes exactly when the matrix annihilates some nonzero vector.

`stack_scatters_iff` is the one-gap calculation. The steps `hX1` and `hY` are the identities $X=1+q_1r_2X$ and $Y=1+r_2Xq_1$, with `noncomm_ring` doing the algebra without commuting matrices. `hc` and `hd` express the outgoing waves through $u=X(t_1a+q_1s_2b)$. One direction of the equivalence then supplies this $u$ and the corresponding $v$. The other starts from arbitrary matching waves and shows, in `eu`, that $u$ must have this form.

`eq_of_scatters_iff` illuminates one face at a time to recover the four matrices. Its auxiliary statement `key` says that two matrices with the same action on every vector are equal.

`nonResonant_regroup` carries out the trapped-wave argument in both directions. In the first, `hS` describes the pair $2\circ3$ with no wave from behind, the following `obtain` opens it to find $w$ and $z$, and `hT` joins layers 1 and 2. The steps from `hw0` onwards make the waves vanish in the order used above.

`stack_assoc` first obtains the missing non-resonance condition `h'`, then uses `eq_of_scatters_iff` to reduce equality of layers to equality of their scattering relations. Rewriting with `stack_scatters_iff` opens the outer gap on each side. The two final branches open the remaining inner gap and hand the same waves $u,v,w,z$ to the other grouping, so no nested inverse is ever expanded.
